# Non-parallel four-fold axes of a three-dimensional lattice are perpendicular

## Two quarter turns at 88 degrees

Suppose a symmetry search on a slightly distorted crystal cell reports two four-fold axes 88° apart. With no restriction on the angle, both quarter turns could be accepted as exact symmetries. Their product would then have to be accepted too, although no three-dimensional lattice has it as a symmetry.

The restriction is that two non-parallel four-fold axes of a lattice meet at exactly 90°. In electronic-structure calculations that use rotations to reduce a set of wave vectors, this gives a consistency check on the reported axes, for an ideal, infinite, exactly periodic lattice.

## What is stated about the lattice

Let \(A\) be a real invertible \(3\times3\) matrix. Its columns are the primitive vectors, and the lattice is the set of all \(A\mathbf z\) with \(\mathbf z\in\mathbb Z^3\). In Lean this set is `lattice A`, and invertibility is the hypothesis `A.det ≠ 0`. Vectors have type `Fin 3 → ℝ`, with components numbered 0, 1, 2.

For a unit vector \(\mathbf n\), the matrix `quarterTurn n` is the right-handed rotation by 90° about \(\mathbf n\):

\[
R_{\mathbf n}\mathbf v=(\mathbf n\cdot\mathbf v)\,\mathbf n+\mathbf n\times\mathbf v .
\]

`Preserves R A` says that \(R\) maps the lattice into itself. `IsFourFoldAxis A n` says that \(\mathbf n\) has unit length and that its quarter turn preserves the lattice. Since \(\mathbf n\) and \(-\mathbf n\) describe the same line, "distinct axes" is expressed by \(\mathbf n\times\mathbf m\neq0\).

For two such axes \(\mathbf n\) and \(\mathbf m\), the theorems state that:

- \(\mathbf n\cdot\mathbf m=0\);
- \(\mathbf n\times\mathbf m\) is also a four-fold axis;
- every four-fold axis is parallel to \(\mathbf n\), \(\mathbf m\) or \(\mathbf n\times\mathbf m\).

All axes pass through the origin, which is a lattice point. The statements concern the lattice alone, not the atoms placed on it, and they treat neither approximate symmetry nor rotations of other orders. They also stop short of classifying the lattices that have these axes.

## Integer traces fix the angle

Let \(R\) preserve the lattice. It sends each primitive vector to an integer combination of primitive vectors, so \(RA=AM\) with \(M\) an integer matrix. Then \(R=AMA^{-1}\), and \(\operatorname{tr}R=\operatorname{tr}M\) is an integer.

Three quarter turns about \(\mathbf m\) make a rotation by 270°, which is the quarter turn about \(-\mathbf m\). So \(R_{-\mathbf m}\) preserves the lattice, and so do the products \(R_{\mathbf n}R_{\mathbf m}\) and \(R_{\mathbf n}R_{-\mathbf m}\).

To find their traces, write \(R_{\mathbf n}=\mathbf n\mathbf n^T+[\mathbf n]_\times\), where \([\mathbf n]_\times\mathbf v=\mathbf n\times\mathbf v\), and set \(c=\mathbf n\cdot\mathbf m\). The product of the two projectors has trace \(c^2\). The mixed terms have traces \(\mathbf n\cdot(\mathbf m\times\mathbf n)=0\) and \(\mathbf m\cdot(\mathbf n\times\mathbf m)=0\). Since \([\mathbf n]_\times[\mathbf m]_\times=\mathbf m\mathbf n^T-c\,I\), the last term has trace \(c-3c=-2c\). Replacing \(\mathbf m\) by \(-\mathbf m\) changes the sign of \(c\), so there are integers \(k\) and \(l\) with

\[
k=c^2-2c,\qquad l=c^2+2c .
\]

Put \(j=l-k=4c\). This is an integer, and

\[
j^2=16c^2=8(k+l).
\]

The axes are not parallel, so \(0<|\mathbf n\times\mathbf m|^2=1-c^2\). Hence \(c^2<1\) and \(|j|<4\). The possible values of \(j^2\) are 0, 1, 4 and 9, of which only 0 is a multiple of 8. Therefore \(c=0\).

The first trace alone would not be enough: \(c=1-\sqrt2\) gives \(k=1\).

## A third axis, and no fourth

Conjugating a rotation by another rotation turns its axis:

\[
R_{\mathbf n}R_{\mathbf m}R_{\mathbf n}^{-1}=R_{\mathbf p},\qquad \mathbf p=R_{\mathbf n}\mathbf m=c\,\mathbf n+\mathbf n\times\mathbf m=\mathbf n\times\mathbf m .
\]

The left side preserves the lattice because \(R_{\mathbf n}^{-1}=R_{\mathbf n}^3\), and \(|\mathbf n\times\mathbf m|^2=1-c^2=1\). So \(\mathbf n\times\mathbf m\) is a four-fold axis.

Now let \(\mathbf k\) be any four-fold axis. If it is parallel to neither \(\mathbf n\) nor \(\mathbf m\), it is perpendicular to both by the first result, and

\[
\mathbf k\times(\mathbf n\times\mathbf m)=(\mathbf k\cdot\mathbf m)\,\mathbf n-(\mathbf k\cdot\mathbf n)\,\mathbf m=0 .
\]

Thus \(\mathbf k\) is parallel to \(\mathbf n\times\mathbf m\).

## The complete Lean file

```lean
import Mathlib

open Matrix

namespace FourFoldAxes

noncomputable section

/-- The lattice `A ℤ³`: all integer combinations of the columns of `A`. -/
def lattice (A : Matrix (Fin 3) (Fin 3) ℝ) : Set (Fin 3 → ℝ) :=
  Set.range (fun z : Fin 3 → ℤ => A *ᵥ (fun i => (z i : ℝ)))

/-- The linear map `R` sends every vector of the lattice `A ℤ³` to a lattice vector. -/
def Preserves (R A : Matrix (Fin 3) (Fin 3) ℝ) : Prop :=
  ∀ x ∈ lattice A, R *ᵥ x ∈ lattice A

/-- The matrix of the rotation by 90 degrees about the unit vector `n`. -/
def quarterTurn (n : Fin 3 → ℝ) : Matrix (Fin 3) (Fin 3) ℝ :=
  !![n 0 * n 0, n 0 * n 1 - n 2, n 0 * n 2 + n 1;
     n 0 * n 1 + n 2, n 1 * n 1, n 1 * n 2 - n 0;
     n 0 * n 2 - n 1, n 1 * n 2 + n 0, n 2 * n 2]

/-- The unit vector `n` is a four-fold axis of the lattice `A ℤ³`: the quarter turn about `n`
maps the lattice into itself. -/
def IsFourFoldAxis (A : Matrix (Fin 3) (Fin 3) ℝ) (n : Fin 3 → ℝ) : Prop :=
  n ⬝ᵥ n = 1 ∧ Preserves (quarterTurn n) A

/-- The quarter turn keeps the component of `v` along `n` and adds the cross product `n × v`. -/
theorem quarterTurn_mulVec (n v : Fin 3 → ℝ) :
    quarterTurn n *ᵥ v = (n ⬝ᵥ v) • n + (n ⨯₃ v) := by
  ext i
  fin_cases i <;>
    simp [quarterTurn, Matrix.mulVec, dotProduct, Fin.sum_univ_three, cross_apply] <;> ring

/-- Three successive quarter turns about `n` equal one quarter turn about `-n`. -/
theorem quarterTurn_cube (n : Fin 3 → ℝ) (h : n ⬝ᵥ n = 1) :
    quarterTurn n * quarterTurn n * quarterTurn n = quarterTurn (-n) := by
  -- an identity valid for vectors of any length
  have key : quarterTurn n * quarterTurn n * quarterTurn n
      = (n ⬝ᵥ n) • quarterTurn (-n) + ((n ⬝ᵥ n) ^ 2 - n ⬝ᵥ n) • vecMulVec n n := by
    ext i j
    fin_cases i <;> fin_cases j <;>
      simp [quarterTurn, Matrix.mul_apply, dotProduct, Fin.sum_univ_three, vecMulVec_apply] <;>
      ring
  rw [key, h]
  simp

/-- Two maps that preserve a lattice have a product that preserves it. -/
theorem Preserves.comp {R S A : Matrix (Fin 3) (Fin 3) ℝ}
    (hR : Preserves R A) (hS : Preserves S A) : Preserves (R * S) A := by
  intro x hx
  rw [← Matrix.mulVec_mulVec]
  exact hR _ (hS x hx)

/-- A linear map that sends a three-dimensional lattice into itself has an integer trace. -/
theorem trace_integer {R A : Matrix (Fin 3) (Fin 3) ℝ} (hA : A.det ≠ 0)
    (hR : Preserves R A) : ∃ k : ℤ, R.trace = k := by
  -- the image of each basis vector has integer coordinates
  have h : ∀ j : Fin 3, ∃ w : Fin 3 → ℤ,
      A *ᵥ (fun i => (w i : ℝ)) = R *ᵥ (A *ᵥ (Pi.single j 1)) := by
    intro j
    obtain ⟨w, hw⟩ := hR _ ⟨Pi.single j 1, rfl⟩
    have e : (fun i => ((Pi.single j 1 : Fin 3 → ℤ) i : ℝ)) = Pi.single j 1 := by
      ext i
      by_cases hij : i = j
      · subst hij
        simp
      · simp [hij]
    refine ⟨w, ?_⟩
    rw [← e]
    exact hw
  choose w hw using h
  have hM : R * A = A * Matrix.of (fun i j => (w j i : ℝ)) := by
    ext i j
    have h1 := congrFun (hw j) i
    rw [Matrix.mulVec_mulVec, Matrix.mulVec_single_one] at h1
    exact h1.symm
  have hu : IsUnit A.det := isUnit_iff_ne_zero.mpr hA
  refine ⟨∑ i, w i i, ?_⟩
  -- the trace does not depend on the basis
  calc R.trace = (R * A * A⁻¹).trace := by
        rw [mul_assoc, Matrix.mul_nonsing_inv A hu, mul_one]
    _ = (A⁻¹ * (A * Matrix.of (fun i j => (w j i : ℝ)))).trace := by
        rw [hM, Matrix.trace_mul_comm]
    _ = (Matrix.of (fun i j => (w j i : ℝ))).trace := by
        rw [← mul_assoc, Matrix.nonsing_inv_mul A hu, one_mul]
    _ = ((∑ i, w i i : ℤ) : ℝ) := by simp [Matrix.trace]

/-- The product of quarter turns about `n` and `m` has trace `c² - 2c`, where `c = n · m`. -/
theorem trace_quarterTurn_mul (n m : Fin 3 → ℝ) :
    (quarterTurn n * quarterTurn m).trace = (n ⬝ᵥ m) ^ 2 - 2 * (n ⬝ᵥ m) := by
  simp [Matrix.trace, quarterTurn, dotProduct, Fin.sum_univ_three]
  ring

/-- The squared length of `n × m` is `|n|² |m|² - (n · m)²`. -/
theorem cross_normSq (n m : Fin 3 → ℝ) :
    (n ⨯₃ m) ⬝ᵥ (n ⨯₃ m) = (n ⬝ᵥ n) * (m ⬝ᵥ m) - (n ⬝ᵥ m) ^ 2 := by
  simp [cross_apply, dotProduct, Fin.sum_univ_three]
  ring

/-- Two non-parallel four-fold axes of a lattice in space are perpendicular. -/
theorem fourFold_axes_perpendicular {A : Matrix (Fin 3) (Fin 3) ℝ} (hA : A.det ≠ 0)
    {n m : Fin 3 → ℝ} (hn : IsFourFoldAxis A n) (hm : IsFourFoldAxis A m)
    (hnm : (n ⨯₃ m) ≠ 0) : n ⬝ᵥ m = 0 := by
  -- the reverse turn about `m` preserves the lattice as well
  have hrev : Preserves (quarterTurn (-m)) A := by
    rw [← quarterTurn_cube m hm.1]
    exact (hm.2.comp hm.2).comp hm.2
  obtain ⟨k, hk⟩ := trace_integer hA (hn.2.comp hm.2)
  obtain ⟨l, hl⟩ := trace_integer hA (hn.2.comp hrev)
  rw [trace_quarterTurn_mul] at hk hl
  rw [dotProduct_neg] at hl
  -- non-parallel unit vectors have `(n · m)² < 1`
  have hc : (n ⬝ᵥ m) ^ 2 < 1 := by
    have h0 : 0 ≤ (n ⨯₃ m) ⬝ᵥ (n ⨯₃ m) :=
      Finset.sum_nonneg (fun i _ => mul_self_nonneg _)
    have h1 : (n ⨯₃ m) ⬝ᵥ (n ⨯₃ m) ≠ 0 := fun h => hnm (dotProduct_self_eq_zero.mp h)
    have h2 := lt_of_le_of_ne h0 (Ne.symm h1)
    rw [cross_normSq, hn.1, hm.1] at h2
    linarith
  generalize n ⬝ᵥ m = c at hk hl hc ⊢
  -- `j = 4c` is an integer whose square is a multiple of 8 and below 16
  obtain ⟨j, hj⟩ : ∃ j : ℤ, j = l - k := ⟨_, rfl⟩
  have hjc : (j : ℝ) = 4 * c := by
    rw [hj]
    push_cast
    linarith
  have hsq : j * j = 8 * (k + l) := by
    have h3 : (j : ℝ) * j = 8 * (k + l) := by
      rw [hjc, ← hk, ← hl]
      ring
    exact_mod_cast h3
  have hlt : j * j < 16 := by
    have h4 : (j : ℝ) * j < 16 := by
      rw [hjc]
      nlinarith
    exact_mod_cast h4
  have hlo : -4 < j := by nlinarith
  have hhi : j < 4 := by nlinarith
  have hj0 : j = 0 := by
    clear hj hjc hlt
    interval_cases j <;> omega
  rw [hj0] at hjc
  push_cast at hjc
  linarith

/-- If `n` and `m` are non-parallel four-fold axes of a lattice, then `n × m` is also a
four-fold axis. -/
theorem third_fourFold_axis {A : Matrix (Fin 3) (Fin 3) ℝ} (hA : A.det ≠ 0)
    {n m : Fin 3 → ℝ} (hn : IsFourFoldAxis A n) (hm : IsFourFoldAxis A m)
    (hnm : (n ⨯₃ m) ≠ 0) : IsFourFoldAxis A (n ⨯₃ m) := by
  have hc := fourFold_axes_perpendicular hA hn hm hnm
  refine ⟨by rw [cross_normSq, hn.1, hm.1, hc]; norm_num, ?_⟩
  -- conjugating the turn about `m` by the turn about `n` rotates its axis
  have key : quarterTurn n * quarterTurn m * quarterTurn (-n)
      = quarterTurn ((n ⬝ᵥ m) • n + (n ⨯₃ m))
        + ((n ⬝ᵥ n - 1) / 2) • (quarterTurn (n ⨯₃ m) - quarterTurn (-(n ⨯₃ m))) := by
    ext i j
    fin_cases i <;> fin_cases j <;>
      simp [quarterTurn, Matrix.mul_apply, dotProduct, Fin.sum_univ_three, cross_apply] <;>
      ring
  have hq : quarterTurn n * quarterTurn m * quarterTurn (-n) = quarterTurn (n ⨯₃ m) := by
    rw [key, hn.1, hc]
    simp
  rw [← hq, ← quarterTurn_cube n hn.1]
  exact (hn.2.comp hm.2).comp ((hn.2.comp hn.2).comp hn.2)

/-- If `n` and `m` are non-parallel four-fold axes of a lattice, every four-fold axis is parallel
to `n`, to `m` or to `n × m`. -/
theorem fourFold_axes_at_most_three {A : Matrix (Fin 3) (Fin 3) ℝ} (hA : A.det ≠ 0)
    {n m k : Fin 3 → ℝ} (hn : IsFourFoldAxis A n) (hm : IsFourFoldAxis A m)
    (hnm : (n ⨯₃ m) ≠ 0) (hk : IsFourFoldAxis A k) :
    ∃ c : ℝ, k = c • n ∨ k = c • m ∨ k = c • (n ⨯₃ m) := by
  -- a vector whose cross product with a unit vector vanishes is a multiple of it
  have par : ∀ u : Fin 3 → ℝ, u ⬝ᵥ u = 1 → (k ⨯₃ u) = 0 → k = (u ⬝ᵥ k) • u := by
    intro u hu h
    have e : (u ⨯₃ (k ⨯₃ u)) = (u ⬝ᵥ u) • k - (u ⬝ᵥ k) • u := by
      ext i
      fin_cases i <;> simp [cross_apply, dotProduct, Fin.sum_univ_three] <;> ring
    rw [h, hu, one_smul, map_zero] at e
    exact sub_eq_zero.mp e.symm
  by_cases h1 : (k ⨯₃ n) = 0
  · exact ⟨_, Or.inl (par n hn.1 h1)⟩
  by_cases h2 : (k ⨯₃ m) = 0
  · exact ⟨_, Or.inr (Or.inl (par m hm.1 h2))⟩
  -- otherwise `k` is perpendicular to both `n` and `m`
  have triple : (k ⨯₃ (n ⨯₃ m)) = (k ⬝ᵥ m) • n - (k ⬝ᵥ n) • m := by
    ext i
    fin_cases i <;> simp [cross_apply, dotProduct, Fin.sum_univ_three] <;> ring
  refine ⟨_, Or.inr (Or.inr (par _ (third_fourFold_axis hA hn hm hnm).1 ?_))⟩
  rw [triple, fourFold_axes_perpendicular hA hk hn h1,
    fourFold_axes_perpendicular hA hk hm h2]
  simp

/-- The simple cubic lattice `ℤ³` has the first two coordinate axes as non-parallel
four-fold axes. -/
theorem fourFold_axes_witness :
    IsFourFoldAxis 1 ![1, 0, 0] ∧ IsFourFoldAxis 1 ![0, 1, 0] ∧
      ((![1, 0, 0] : Fin 3 → ℝ) ⨯₃ ![0, 1, 0]) ≠ 0 := by
  refine ⟨⟨by simp [dotProduct, Fin.sum_univ_three], ?_⟩,
    ⟨by simp [dotProduct, Fin.sum_univ_three], ?_⟩, ?_⟩
  · rintro _ ⟨z, rfl⟩
    refine ⟨![z 0, -z 2, z 1], ?_⟩
    simp only [Matrix.one_mulVec]
    ext i
    fin_cases i <;> simp [quarterTurn, Matrix.mulVec, dotProduct, Fin.sum_univ_three]
  · rintro _ ⟨z, rfl⟩
    refine ⟨![z 2, z 1, -z 0], ?_⟩
    simp only [Matrix.one_mulVec]
    ext i
    fin_cases i <;> simp [quarterTurn, Matrix.mulVec, dotProduct, Fin.sum_univ_three]
  · intro h
    have h2 := congrFun h 2
    simp [cross_apply] at h2

end

end FourFoldAxes
```

```lean
#print axioms FourFoldAxes.quarterTurn_mulVec
#print axioms FourFoldAxes.fourFold_axes_perpendicular
#print axioms FourFoldAxes.fourFold_axes_at_most_three
```

```
'FourFoldAxes.quarterTurn_mulVec' depends on axioms: [propext, Classical.choice, Quot.sound]
'FourFoldAxes.fourFold_axes_perpendicular' depends on axioms: [propext, Classical.choice, Quot.sound]
'FourFoldAxes.fourFold_axes_at_most_three' depends on axioms: [propext, Classical.choice, Quot.sound]
```

## How the Lean proof follows the derivation

**Rotations.** `quarterTurn_mulVec` confirms that the explicit matrix acts by the vector formula. `quarterTurn_cube` proves the statement about three turns. It first establishes an identity for vectors of any length, entry by entry with `fin_cases` and `ring`, and then sets the length to one, which removes the correction term.

**Traces.** In `trace_integer`, `choose` collects the integer coordinates of the transformed primitive vectors, and `hM` is the equation \(RA=AM\). The `calc` block then uses the cyclic property of the trace. `Preserves.comp` handles products of symmetries, `trace_quarterTurn_mul` computes \(c^2-2c\), and `cross_normSq` supplies \(|\mathbf n\times\mathbf m|^2\).

**The right angle.** `fourFold_axes_perpendicular` obtains \(k\) and \(l\) from the two products, and `generalize` replaces the dot product by the single number \(c\). The relations for \(j\) are proved over the reals and carried back to the integers by `exact_mod_cast`. Then `interval_cases j` lists the seven values from −3 to 3, and `omega` rules out the nonzero ones by divisibility.

**The other axes.** `third_fourFold_axis` checks the conjugation formula, again with a correction that vanishes at unit length. In `fourFold_axes_at_most_three`, the step `par` shows that \(\mathbf k\times\mathbf u=0\) implies \(\mathbf k=(\mathbf u\cdot\mathbf k)\,\mathbf u\) for a unit vector \(\mathbf u\), and `triple` is the double cross product above.

**An example.** `fourFold_axes_witness` takes the simple cubic lattice, with \(A\) the identity matrix. The turns about the first two coordinate axes send \((z_0,z_1,z_2)\) to \((z_0,-z_2,z_1)\) and \((z_2,z_1,-z_0)\), which are again integer vectors.
